# The Padé error numerator at a zero of the exact denominator

In analytic continuation, a rational function P/Q, such as a Green's function with finitely many poles, may be approximated by a Padé fit p/q from its values at sampling nodes. Here both functions decay at infinity, and they agree exactly, without noise, at 2 deg q distinct complex nodes, none of which is a zero of Q or q. The error numerator is what remains of Pq − pQ after division by the monic polynomial whose simple zeros are the nodes, and `errorNumerator_at_pole` states that at any zero w of Q it equals P(w)q(w) / ∏(w − a), the product running over the nodes a. The proof notes that w cannot be a node, so the product is nonzero, then clears the denominator and tries to obtain the result from Q(w) = 0 and the evaluated identity `cross_eval`.

In Lean, a first try:

```lean
import Mathlib

open Polynomial

namespace PadeContinuationError

noncomputable section

/-- The rational function `p/q` is a Padé fit of `P/Q` on the node set `S`: both decay at
infinity, no node is a zero of a denominator, and they agree at the `2 deg q` nodes. -/
structure PadeFit (P Q p q : ℂ[X]) (S : Finset ℂ) : Prop where
  decay_f : P.degree < Q.degree
  decay_r : p.degree < q.degree
  card_nodes : S.card = 2 * q.natDegree
  regular_f : ∀ a ∈ S, Q.eval a ≠ 0
  regular_r : ∀ a ∈ S, q.eval a ≠ 0
  agree : ∀ a ∈ S, P.eval a / Q.eval a = p.eval a / q.eval a

/-- The monic polynomial whose simple zeros are the sampling nodes. -/
def nodePoly (S : Finset ℂ) : ℂ[X] := ∏ a ∈ S, (X - C a)

/-- The polynomial quotient of `P q - p Q` by the node polynomial. -/
def errorNumerator (P Q p q : ℂ[X]) (S : Finset ℂ) : ℂ[X] :=
  (P * q - p * Q) / nodePoly S

lemma nodePoly_monic (S : Finset ℂ) : (nodePoly S).Monic :=
  monic_prod_of_monic _ _ (fun a _ => monic_X_sub_C a)

/-- For a Padé fit, `P q - p Q` is the node polynomial times the error numerator. -/
theorem cross_difference {P Q p q : ℂ[X]} {S : Finset ℂ} (h : PadeFit P Q p q S) :
    P * q - p * Q = nodePoly S * errorNumerator P Q p q S := by
  have hdvd : nodePoly S ∣ P * q - p * Q := by
    apply Finset.prod_dvd_of_coprime
    · intro a _ b _ hab
      exact isCoprime_X_sub_C_of_isUnit_sub (sub_ne_zero.2 hab).isUnit
    · intro a ha
      -- agreement at a node is a zero of the cross difference
      have e := (div_eq_div_iff (h.regular_f a ha) (h.regular_r a ha)).1 (h.agree a ha)
      apply dvd_iff_isRoot.2
      rw [IsRoot.def, eval_sub, eval_mul, eval_mul, e, sub_self]
  obtain ⟨t, ht⟩ := hdvd
  rw [errorNumerator, ht, mul_div_cancel_left₀ t (nodePoly_monic S).ne_zero]

lemma cross_eval {P Q p q : ℂ[X]} {S : Finset ℂ} (h : PadeFit P Q p q S) (w : ℂ) :
    P.eval w * q.eval w - p.eval w * Q.eval w =
      (∏ a ∈ S, (w - a)) * (errorNumerator P Q p q S).eval w := by
  have e := congrArg (eval w) (cross_difference h)
  simpa [nodePoly, eval_prod] using e

/-- At a zero `w` of the exact denominator `Q`, the error numerator equals
`P(w) q(w) / ∏ (w - a)`. -/
theorem errorNumerator_at_pole {P Q p q : ℂ[X]} {S : Finset ℂ} (h : PadeFit P Q p q S)
    {w : ℂ} (hw : Q.eval w = 0) :
    (errorNumerator P Q p q S).eval w = P.eval w * q.eval w / ∏ a ∈ S, (w - a) := by
  have hne : (∏ a ∈ S, (w - a)) ≠ 0 := by
    apply Finset.prod_ne_zero_iff.2
    intro a ha h0
    apply h.regular_f a ha
    rw [← sub_eq_zero.1 h0, hw]
  rw [eq_div_iff hne]
  linear_combination p.eval w * hw - cross_eval h w

end

end PadeContinuationError
```

Lean reports:

```
Main.lean:61:2: error: ring failed, ring expressions not equal
P Q p q : ℂ[X]
S : Finset ℂ
h : PadeFit P Q p q S
w : ℂ
hw : eval w Q = 0
hne : ∏ a ∈ S, (w - a) ≠ 0
⊢ -(eval w p * eval w Q * 2) = 0
```

Diagnosis. The error is a wrong sign in the coefficient of `hw`. After `rw [eq_div_iff hne]` the goal is E(w) ∏(w − a) = P(w)q(w), where E is the error numerator. `linear_combination` subtracts the proposed combination of hypotheses from the goal and asks `ring` to check that what is left vanishes identically.

Subtracting `cross_eval h w` is right: it cancels the terms in E(w) ∏(w − a) and P(w)q(w), but leaves −p(w)Q(w). The coefficient `p.eval w` on `hw` then contributes a second −p(w)Q(w) instead of cancelling the first. This is the remainder −2p(w)Q(w) in the message. It is in fact zero, since Q(w) = 0, but `ring` does not use the hypothesis `hw`; that fact enters only through the coefficient given to it.

With `-(p.eval w) * hw` the contribution becomes +p(w)Q(w), the two terms cancel, and `ring` closes the goal.

Fix (accepted with no message):

```diff
@@ -59,5 +59,5 @@
     rw [← sub_eq_zero.1 h0, hw]
   rw [eq_div_iff hne]
-  linear_combination p.eval w * hw - cross_eval h w
+  linear_combination -(p.eval w) * hw - cross_eval h w
 
 end
```
